# Explicit Euler relaxation of Debye-solvent charges converges from every start exactly when the positive step is below twice every mode's relaxation time

Before the polarization charges of a continuum solvent are propagated in time with the explicit Euler scheme, a step length \(h>0\) has to be chosen. Too long a step can make the charges oscillate without settling, even when the solute is held fixed and the solvent only has to relax to equilibrium. For a solvent with one Debye time and a relaxation matrix that has real, decaying modes, the admissible steps can be given exactly. There is also a safe step that depends only on the solvent and not on the shape of the cavity.

Let \(q\) be the vector of charges on the cavity surface and \(q^*\) its equilibrium value for the fixed solute. Linear relaxation with a rate matrix \(A\) reads
\[
\frac{dq}{dt}=-A\,(q-q^*).
\]
The charges are real and finite in number. In Lean they are functions `n → ℝ` on a finite index type `n`, which labels both the surface charges and the modes.

```lean
import Mathlib

open Matrix Filter Topology

namespace NonequilibriumSolvation

noncomputable section

variable {n : Type*} [Fintype n] [DecidableEq n]
```

## Relaxation times from the Debye permittivity

Let \(\tau>0\) be the Debye time, \(\varepsilon_0\) the static permittivity and \(\varepsilon_\infty\) the high-frequency one. With time dependence \(e^{-i\omega t}\), the Debye permittivity is
\[
\varepsilon(\omega)=\varepsilon_\infty+\frac{\varepsilon_0-\varepsilon_\infty}{1-i\omega\tau}.
\]
Suppose that mode \(i\) of the surface polarization responds to the solute in proportion to \((\varepsilon-1)/(\varepsilon+c_i)\). The number \(c_i\ge 0\) carries the geometry of the cavity: \(c_i=0\) is the conductor-like response, and a dipole at the centre of a sphere has \(c_i=1/2\). Free decay \(e^{-t/\tau_i}\) belongs to the pole \(\varepsilon=-c_i\) with \(i\omega=1/\tau_i\), where the \(i\) in front of \(\omega\) is the imaginary unit. Hence
\[
\frac{\tau}{\tau_i}-1=\frac{\varepsilon_0-\varepsilon_\infty}{\varepsilon_\infty+c_i},
\qquad
\tau_i=\tau\,\frac{\varepsilon_\infty+c_i}{\varepsilon_0+c_i}.
\]
The code takes this last formula as its definition; the pole calculation, which applies when \(\varepsilon_0\ne\varepsilon_\infty\), gives its physical origin.

```lean
/-- Relaxation time `τ (ε∞ + c) / (ε0 + c)` of a polarization mode with cavity parameter `c`
in a solvent with Debye time `τ`; the domain is `ε0 + c ≠ 0`. -/
def relaxTime (τ εinf ε0 c : ℝ) : ℝ := τ * (εinf + c) / (ε0 + c)
```

The columns of an invertible real matrix \(T\) hold the charge patterns of the modes. For general relaxation times \(t_i\) the rate matrix is
\[
A=T\,\mathrm{diag}(1/t_i)\,T^{-1}.
\]
This spectral form is assumed, not derived from the integral equations of a cavity. The matrix \(T\) need not be orthogonal, so \(A\) need not be symmetric.

```lean
/-- Rate matrix `T diag(1/t_i) T⁻¹` with modes in the columns of `T` and relaxation times `t_i`;
the domain is `T` invertible and all `t_i ≠ 0`. -/
def rateMatrix (T : Matrix n n ℝ) (t : n → ℝ) : Matrix n n ℝ :=
  T * diagonal (fun i => 1 / t i) * T⁻¹
```

Replacing the time derivative by a forward difference gives one Euler step,
\[
q\;\mapsto\;q-h\,A\,(q-q^*).
\]
In `eulerStep` the target \(q^*\) is the argument `qs`. It stays the same in all steps, so the feedback of a changing solute density on the charges is not described.

```lean
/-- One explicit Euler step of length `h` for the relaxation of the charges `q` towards `qs`
with rate matrix `A`. -/
def eulerStep (A : Matrix n n ℝ) (h : ℝ) (qs q : n → ℝ) : n → ℝ :=
  q - h • (A *ᵥ (q - qs))
```

## Each mode is multiplied by its own factor

Subtract \(q^*\) from the new charges and apply \(T^{-1}\). Since \(T^{-1}A=\mathrm{diag}(1/t_i)\,T^{-1}\), the mode amplitudes \(y=T^{-1}(q-q^*)\) go over into
\[
y_i' = y_i-\frac{h}{t_i}\,y_i=\Bigl(1-\frac{h}{t_i}\Bigr)y_i .
\]
The Lean proof follows the same order. Its step `e` subtracts the equilibrium charges, `d` moves \(T^{-1}\) past the rate matrix, and `m` applies that identity to the deviation. The assumption that \(T\) is invertible appears as `IsUnit T.det`.

```lean
/-- An Euler step multiplies the deviation from equilibrium in mode `i` by `1 - h / t_i`. -/
theorem mode_step {T : Matrix n n ℝ} (hT : IsUnit T.det) (t : n → ℝ) (h : ℝ)
    (qs q : n → ℝ) (i : n) :
    (T⁻¹ *ᵥ (eulerStep (rateMatrix T t) h qs q - qs)) i
      = (1 - h / t i) * (T⁻¹ *ᵥ (q - qs)) i := by
  have e : eulerStep (rateMatrix T t) h qs q - qs
      = (q - qs) - h • (rateMatrix T t *ᵥ (q - qs)) := by
    unfold eulerStep
    exact sub_right_comm _ _ _
  -- in mode coordinates the rate matrix is diagonal
  have d : T⁻¹ * rateMatrix T t = diagonal (fun i => 1 / t i) * T⁻¹ := by
    unfold rateMatrix
    rw [← Matrix.mul_assoc, ← Matrix.mul_assoc, Matrix.nonsing_inv_mul T hT, Matrix.one_mul]
  have m : T⁻¹ *ᵥ (rateMatrix T t *ᵥ (q - qs))
      = diagonal (fun i => 1 / t i) *ᵥ (T⁻¹ *ᵥ (q - qs)) := by
    rw [Matrix.mulVec_mulVec, d, ← Matrix.mulVec_mulVec]
  rw [e, Matrix.mulVec_sub, Matrix.mulVec_smul, m]
  simp only [Pi.sub_apply, Pi.smul_apply, smul_eq_mul, Matrix.mulVec_diagonal]
  ring
```

Write \(q^{(k)}\) for the charges after \(k\) steps from the start \(q^{(0)}=q\), and \(y^{(k)}=T^{-1}(q^{(k)}-q^*)\) for their amplitudes. Repeating the step gives
\[
y_i^{(k)}=\Bigl(1-\frac{h}{t_i}\Bigr)^{k}y_i^{(0)} .
\]
This is an induction on \(k\), in which one further step supplies one further factor. The notation `f^[k]` means the map `f` applied \(k\) times.

```lean
/-- After `k` Euler steps the deviation in mode `i` has been multiplied by
`(1 - h / t_i) ^ k`. -/
theorem mode_iterate {T : Matrix n n ℝ} (hT : IsUnit T.det) (t : n → ℝ) (h : ℝ)
    (qs q : n → ℝ) (k : ℕ) (i : n) :
    (T⁻¹ *ᵥ ((eulerStep (rateMatrix T t) h qs)^[k] q - qs)) i
      = (1 - h / t i) ^ k * (T⁻¹ *ᵥ (q - qs)) i := by
  induction k with
  | zero => rw [Function.iterate_zero_apply, pow_zero, one_mul]
  | succ k ih =>
    rw [Function.iterate_succ_apply', mode_step hT, ih]
    ring
```

## Short steps lead to equilibrium

Let all \(t_i\) be positive and \(0<h<2t_i\) for every \(i\). Then \(0<h/t_i<2\), so that
\[
\Bigl|1-\frac{h}{t_i}\Bigr|<1,\qquad y_i^{(k)}\to 0 .
\]
The charges are recovered from the amplitudes by \(q^{(k)}=q^*+T\,y^{(k)}\). This expression is continuous in \(y^{(k)}\), and therefore \(q^{(k)}\to q^*\).

In the code, `hm` is the decay of all amplitudes, obtained mode by mode, and `hc` is the continuity of the map back to charges. The statement `Tendsto … atTop (𝓝 qs)` says that the iterates converge to `qs` as the number of steps grows, which for finitely many charges means convergence of each charge.

```lean
/-- If the step is positive and below twice every relaxation time, the charges converge to
their equilibrium values from every start. -/
theorem tendsto_equilibrium {T : Matrix n n ℝ} (hT : IsUnit T.det) {t : n → ℝ}
    (ht : ∀ i, 0 < t i) {h : ℝ} (hh : 0 < h) (hlt : ∀ i, h < 2 * t i) (qs q : n → ℝ) :
    Tendsto (fun k : ℕ => (eulerStep (rateMatrix T t) h qs)^[k] q) atTop (𝓝 qs) := by
  -- every mode amplitude decays geometrically
  have hm : Tendsto (fun k : ℕ => T⁻¹ *ᵥ ((eulerStep (rateMatrix T t) h qs)^[k] q - qs))
      atTop (𝓝 (0 : n → ℝ)) := by
    rw [tendsto_pi_nhds]
    intro i
    have h1 : h / t i < 2 := (div_lt_iff₀ (ht i)).2 (hlt i)
    have h2 : 0 < h / t i := div_pos hh (ht i)
    have h3 : |1 - h / t i| < 1 := abs_lt.2 ⟨by linarith, by linarith⟩
    have h4 := (tendsto_pow_atTop_nhds_zero_of_abs_lt_one h3).mul_const
      ((T⁻¹ *ᵥ (q - qs)) i)
    rw [zero_mul] at h4
    exact h4.congr fun k => (mode_iterate hT t h qs q k i).symm
  -- transform back to charges
  have hc : Continuous (fun y : n → ℝ => qs + T *ᵥ y) :=
    continuous_const.add (continuous_const.matrix_mulVec continuous_id)
  have hl := (hc.tendsto 0).comp hm
  simp only [Matrix.mulVec_zero, add_zero] at hl
  refine hl.congr fun k => ?_
  show qs + T *ᵥ (T⁻¹ *ᵥ ((eulerStep (rateMatrix T t) h qs)^[k] q - qs)) = _
  rw [Matrix.mulVec_mulVec, Matrix.mul_nonsing_inv T hT, Matrix.one_mulVec]
  exact add_sub_cancel _ _
```

## A long step leaves one start without a limit

Now let \(h\ge 2t_i\) for one mode \(i\) with \(t_i>0\), and put \(r=1-h/t_i\), so that \(r\le -1\). Start from equilibrium displaced by one unit along this mode, \(q^{(0)}=q^*+T e_i\), where \(e_i\) is the \(i\)-th unit vector. Then \(y_i^{(0)}=1\) and \(y_i^{(k)}=r^k\).

If the charges had a limit, \(r^k\) would have a limit \(a\). The shifted sequence \(r^{k+1}=r\,r^k\) tends both to \(a\) and to \(ra\), which gives
\[
(1-r)\,a=0 .
\]
Since \(1-r\ge 2\), it follows that \(a=0\). But \(|r^k|\ge 1\) for all \(k\), hence \(|a|\ge 1\), a contradiction.

The displaced start is written with `Pi.single i 1`, which is \(e_i\). The steps `h1` to `h5` compare the two limits, and `h6` is the lower bound on \(|a|\). The theorem denies every limit `l`, so convergence to a wrong set of charges is excluded as well.

```lean
/-- If the step is at least twice the relaxation time of mode `i`, the iteration started from
equilibrium displaced along that mode has no limit. -/
theorem no_limit_of_large_step {T : Matrix n n ℝ} (hT : IsUnit T.det) {t : n → ℝ} {i : n}
    (ht : 0 < t i) {h : ℝ} (hi : 2 * t i ≤ h) (qs : n → ℝ) :
    ¬ ∃ l, Tendsto (fun k : ℕ => (eulerStep (rateMatrix T t) h qs)^[k]
      (qs + T *ᵥ (Pi.single i 1 : n → ℝ))) atTop (𝓝 l) := by
  rintro ⟨l, hl⟩
  have hc : Continuous (fun x : n → ℝ => (T⁻¹ *ᵥ (x - qs)) i) :=
    (continuous_apply i).comp
      (continuous_const.matrix_mulVec (continuous_id.sub continuous_const))
  have start : (T⁻¹ *ᵥ (qs + T *ᵥ (Pi.single i 1 : n → ℝ) - qs)) i = 1 := by
    rw [add_sub_cancel_left, Matrix.mulVec_mulVec, Matrix.nonsing_inv_mul T hT,
      Matrix.one_mulVec, Pi.single_eq_same]
  -- a limit of the charges would be a limit of the powers of the mode factor
  have hp : Tendsto (fun k : ℕ => (1 - h / t i) ^ k) atTop (𝓝 ((T⁻¹ *ᵥ (l - qs)) i)) := by
    refine ((hc.tendsto l).comp hl).congr fun k => ?_
    have hk := mode_iterate hT t h qs (qs + T *ᵥ (Pi.single i 1 : n → ℝ)) k i
    rw [start, mul_one] at hk
    exact hk
  have hr : 1 - h / t i ≤ -1 := by
    have h2 := (le_div_iff₀ ht).2 hi
    linarith
  generalize (T⁻¹ *ᵥ (l - qs)) i = a at hp
  generalize 1 - h / t i = r at hp hr
  have h1 : Tendsto (fun k : ℕ => r ^ (k + 1)) atTop (𝓝 a) :=
    hp.comp (tendsto_add_atTop_nat 1)
  have h2 : Tendsto (fun k : ℕ => r ^ (k + 1)) atTop (𝓝 (r * a)) :=
    (hp.const_mul r).congr fun k => (pow_succ' r k).symm
  have h3 : a = r * a := tendsto_nhds_unique h1 h2
  have h4 : (1 - r) * a = 0 := by linarith
  have h5 : a = 0 := (mul_eq_zero.1 h4).resolve_left (by linarith)
  -- but all powers have modulus at least one
  have h6 : 1 ≤ |a| := ge_of_tendsto' hp.abs fun k => by
    show 1 ≤ |r ^ k|
    rw [abs_pow]
    exact one_le_pow₀ (le_abs.2 (Or.inr (by linarith)))
  rw [h5, abs_zero] at h6
  linarith
```

## The relaxation times lie between two solvent constants

From here on let \(0<\varepsilon_\infty\le\varepsilon_0\), which says that the slow orientation of the solvent molecules adds to the fast electronic screening or leaves it as it is. For \(c\ge 0\),
\[
\frac{\tau\varepsilon_\infty}{\varepsilon_0}\;\le\;\tau\,\frac{\varepsilon_\infty+c}{\varepsilon_0+c}\;\le\;\tau .
\]
After multiplication by the positive denominators, the left inequality becomes \(\tau c\,(\varepsilon_0-\varepsilon_\infty)\ge 0\) and the right one \(\tau(\varepsilon_0-\varepsilon_\infty)\ge 0\). The lower bound is the longitudinal relaxation time and is attained at \(c=0\). The upper bound is approached as \(c\to\infty\).

The two `nlinarith` calls receive these nonnegative products as hints.

```lean
/-- Each relaxation time lies between `τ ε∞ / ε0` and the Debye time `τ`. -/
theorem relaxTime_bounds {τ εinf ε0 c : ℝ} (hτ : 0 < τ) (hinf : 0 < εinf)
    (hle : εinf ≤ ε0) (hc : 0 ≤ c) :
    τ * εinf / ε0 ≤ relaxTime τ εinf ε0 c ∧ relaxTime τ εinf ε0 c ≤ τ := by
  have h0 : 0 < ε0 := by linarith
  have h1 : 0 < ε0 + c := by linarith
  unfold relaxTime
  constructor
  · rw [div_le_div_iff₀ h0 h1]
    nlinarith [mul_nonneg (mul_nonneg hτ.le hc) (sub_nonneg.2 hle)]
  · rw [div_le_iff₀ h1]
    nlinarith [mul_nonneg hτ.le (sub_nonneg.2 hle)]
```

## The exact condition on the step

Insert \(t_i=\tau_i\) into the two convergence results. The times are positive because \(\tau\), \(\varepsilon_\infty\) and \(\varepsilon_0\) are positive and \(c_i\ge 0\); the order of the two permittivities is not needed here. For every fixed \(q^*\) and every \(h>0\),
\[
\text{the iterates have a limit for every start}
\iff
h<2\tau_i\ \text{ for all } i .
\]
With at least one mode, the right-hand side is \(h<2\min_i\tau_i\).

For the forward direction, a mode that violates the condition would provide the displaced start without a limit. For the backward direction, the limit is \(q^*\). The left-hand side in Lean asks only that some limit `l` exists for each start `q`, which makes the necessity of the condition the stronger statement.

```lean
/-- For a positive step, the Euler iteration for the solvent charges converges from every start
exactly when the step is below twice every relaxation time. -/
theorem euler_converges_iff {T : Matrix n n ℝ} (hT : IsUnit T.det) {τ εinf ε0 h : ℝ}
    {c : n → ℝ} (hτ : 0 < τ) (hinf : 0 < εinf) (h0 : 0 < ε0) (hc : ∀ i, 0 ≤ c i)
    (hh : 0 < h) (qs : n → ℝ) :
    (∀ q, ∃ l, Tendsto (fun k : ℕ =>
      (eulerStep (rateMatrix T fun i => relaxTime τ εinf ε0 (c i)) h qs)^[k] q) atTop (𝓝 l))
      ↔ ∀ i, h < 2 * relaxTime τ εinf ε0 (c i) := by
  have ht : ∀ i, 0 < relaxTime τ εinf ε0 (c i) := fun i =>
    div_pos (mul_pos hτ (add_pos_of_pos_of_nonneg hinf (hc i)))
      (add_pos_of_pos_of_nonneg h0 (hc i))
  constructor
  · intro H i
    by_contra hi
    exact no_limit_of_large_step (t := fun i => relaxTime τ εinf ε0 (c i)) hT (ht i)
      (not_lt.1 hi) qs (H _)
  · intro H q
    exact ⟨qs, tendsto_equilibrium hT ht hh H qs q⟩
```

The smallest case of interest is a single mode. There \(T\) is a nonzero number and cancels, leaving
\[
q^{(k)}-q^*=\Bigl(1-\frac{h}{\tau_1}\Bigr)^{k}\bigl(q^{(0)}-q^*\bigr).
\]
The step \(h=\tau_1\) reaches equilibrium at once. At \(h=2\tau_1\) the charge jumps for ever between \(q^{(0)}\) and its mirror image \(2q^*-q^{(0)}\), and this is why the inequality is strict. Between these two values the charge converges but overshoots in every step, whereas the exact solution decays without a change of sign. The criterion thus concerns convergence to equilibrium, and a faithful time course needs a step well below \(\tau_1\).

## A safe step from the solvent alone

The lower bound on the relaxation times turns the exact condition into one without cavity parameters. If
\[
0<h<\frac{2\tau\varepsilon_\infty}{\varepsilon_0},
\]
then \(h<2\tau_i\) for every \(i\), and the charges converge to \(q^*\) from every start. This holds within the linear one-Debye-time model and for a frozen solute. In real-time electronic-structure calculations with a continuum solvent, a step that resolves the motion of the electrons is usually far below this bound already. The bound becomes a useful check when the solvent charges are advanced with a longer step of their own. If \(\varepsilon_0/\varepsilon_\infty=40\), for example, the guaranteed range is \(0<h<\tau/20\), far shorter than the range up to \(2\tau\) that the Debye time alone would suggest.

```lean
/-- A positive step below `2 τ ε∞ / ε0` makes the charges converge to equilibrium from every
start, whatever the cavity parameters `c_i ≥ 0`. -/
theorem tendsto_of_step_lt_longitudinal {T : Matrix n n ℝ} (hT : IsUnit T.det)
    {τ εinf ε0 h : ℝ} {c : n → ℝ} (hτ : 0 < τ) (hinf : 0 < εinf) (hle : εinf ≤ ε0)
    (hc : ∀ i, 0 ≤ c i) (hh : 0 < h) (hlt : h < 2 * (τ * εinf / ε0)) (qs q : n → ℝ) :
    Tendsto (fun k : ℕ =>
      (eulerStep (rateMatrix T fun i => relaxTime τ εinf ε0 (c i)) h qs)^[k] q)
      atTop (𝓝 qs) := by
  have hb := fun i => (relaxTime_bounds hτ hinf hle (hc i)).1
  have hpos : 0 < τ * εinf / ε0 := div_pos (mul_pos hτ hinf) (by linarith)
  exact tendsto_equilibrium hT (fun i => lt_of_lt_of_le hpos (hb i)) hh
    (fun i => by linarith [hb i]) qs q
```

This bound is exact as soon as one mode \(j\) has \(c_j=0\), because then
\[
\tau_j=\frac{\tau\varepsilon_\infty}{\varepsilon_0},
\]
and the condition \(h<2\tau_j\) is the bound itself. If all \(c_i\) are positive and \(\varepsilon_\infty<\varepsilon_0\), every \(\tau_i\) exceeds the longitudinal time, and somewhat longer steps still converge.

In the proof, the exact condition is evaluated at mode `j` for one direction, and the safe-step theorem gives the other.

```lean
/-- If some mode has cavity parameter zero and the step is positive, the iteration converges from
every start exactly when the step is below `2 τ ε∞ / ε0`. -/
theorem longitudinal_bound_sharp {T : Matrix n n ℝ} (hT : IsUnit T.det)
    {τ εinf ε0 h : ℝ} {c : n → ℝ} (hτ : 0 < τ) (hinf : 0 < εinf) (hle : εinf ≤ ε0)
    (hc : ∀ i, 0 ≤ c i) (hh : 0 < h) {j : n} (hj : c j = 0) (qs : n → ℝ) :
    (∀ q, ∃ l, Tendsto (fun k : ℕ =>
      (eulerStep (rateMatrix T fun i => relaxTime τ εinf ε0 (c i)) h qs)^[k] q) atTop (𝓝 l))
      ↔ h < 2 * (τ * εinf / ε0) := by
  constructor
  · intro H
    have h1 := (euler_converges_iff hT hτ hinf (by linarith) hc hh qs).1 H j
    rw [hj, relaxTime, add_zero, add_zero] at h1
    exact h1
  · intro H q
    exact ⟨qs, tendsto_of_step_lt_longitudinal hT hτ hinf hle hc hh H qs q⟩

end

end NonequilibriumSolvation
```

```lean
#print axioms NonequilibriumSolvation.euler_converges_iff
#print axioms NonequilibriumSolvation.longitudinal_bound_sharp
```

```
'NonequilibriumSolvation.euler_converges_iff' depends on axioms: [propext, Classical.choice, Quot.sound]
'NonequilibriumSolvation.longitudinal_bound_sharp' depends on axioms: [propext, Classical.choice, Quot.sound]
```
